# The Crank–Nicolson step of two non-interacting finite-dimensional systems is the tensor product of their own steps exactly when $H^2\otimes K + H\otimes K^2 = 0$

Both subsystems have finitely many basis states, their Hamiltonians $H$ and $K$ are Hermitian complex matrices, and the joint system is indexed by pairs of labels. For a Hamiltonian $\mathcal H$ and nonzero step length $\Delta t$, the Crank–Nicolson rule is $(1+i\tau\mathcal H)\psi_{\text{new}} = (1-i\tau\mathcal H)\psi_{\text{old}}$ with $\tau = \Delta t/2\hbar$. The factor $\tau$ is first absorbed into the matrix, which is then dimensionless, and is restored later. Factorisation means that the matrix of one joint step equals the tensor product of the Crank–Nicolson steps of $H$ and $K$ with the same $\Delta t$. Equality up to a global phase is not enough, and neither is being a tensor product of some other two matrices. The exact propagator of non-interacting subsystems is a tensor product, a familiar fact used here only as a point of comparison.

## The step, the joint Hamiltonian and the cubic operator

In Lean 4 with Mathlib:

```lean
import Mathlib

open Matrix Complex
open scoped Kronecker ComplexOrder

namespace CayleyFactorisation

noncomputable section

variable {m n : Type*} [Fintype m] [DecidableEq m] [Fintype n] [DecidableEq n]
```

The types `m` and `n` are the finite sets of basis labels of the two subsystems. `I` is the imaginary unit, `•` multiplies a matrix by a number, `ᴴ` is the adjoint $\dagger$, and `⊗ₖ` is the Kronecker product, with entries $(A\otimes B)_{(i,j),(k,l)} = A_{ik}B_{jl}$.

```lean
/-- The Cayley (Crank-Nicolson) step `C(M) = (1 - iM)(1 + iM)⁻¹`. -/
def cayley (M : Matrix n n ℂ) : Matrix n n ℂ := (1 - I • M) * (1 + I • M)⁻¹
```

This is $C(M) = (1-iM)(1+iM)^{-1}$ for a square complex matrix $M$. Mathlib returns zero for the inverse of a singular matrix, so the definition has its intended meaning only once $1+iM$ is known to be invertible. With $M=\tau\mathcal H$ the Crank–Nicolson rule solves to $\psi_{\text{new}}=(1+iM)^{-1}(1-iM)\psi_{\text{old}}$. This is $C(M)\psi_{\text{old}}$, because $1-iM$ commutes with $1+iM$ and hence with its inverse.

```lean
/-- The Hamiltonian `H ⊗ 1 + 1 ⊗ K` of two non-interacting subsystems. -/
def nonInteracting (H : Matrix m m ℂ) (K : Matrix n n ℂ) : Matrix (m × n) (m × n) ℂ :=
  H ⊗ₖ (1 : Matrix n n ℂ) + (1 : Matrix m m ℂ) ⊗ₖ K
```

The matrix $H\otimes 1 + 1\otimes K$ acts on vectors indexed by `m × n`. It has no coupling term, and the subsystems are distinguishable, since no symmetrisation is imposed.

```lean
/-- The cubic operator `H² ⊗ K + H ⊗ K²` on the composite system. -/
def obstruction (H : Matrix m m ℂ) (K : Matrix n n ℂ) : Matrix (m × n) (m × n) ℂ :=
  (H * H) ⊗ₖ K + H ⊗ₖ (K * K)
```

The products `H * H` and `K * K` are matrix products, so this is $H^2\otimes K + H\otimes K^2$.

## Clearing the denominators

```lean
/-- For commuting `a`, `b` with sum `s`, and left inverses `u`, `v`, `w` of `1 + a`, `1 + b`,
`1 + s`, the difference `(1-a)u(1-b)v - (1-s)w` times the three denominators is `2abs`. -/
theorem ring_defect {R : Type*} [Ring R] (a b s u v w : R) (hs : s = a + b)
    (h : b * a = a * b) (hu : u * (1 + a) = 1) (hv : v * (1 + b) = 1) (hw : w * (1 + s) = 1) :
    ((1 - a) * u * ((1 - b) * v) - (1 - s) * w) * ((1 + b) * (1 + a) * (1 + s))
      = 2 * (a * b * s) := by
  have h' : ∀ x, b * (a * x) = a * (b * x) := fun x => by rw [← mul_assoc, h, mul_assoc]
  have c1 : (1 - b) * (1 + a) = (1 + a) * (1 - b) := by
    simp only [mul_add, add_mul, mul_sub, sub_mul, mul_one, one_mul, h]
    abel
  have c2 : (1 + b) * (1 + a) * (1 + s) = (1 + s) * ((1 + b) * (1 + a)) := by
    simp only [hs, mul_add, add_mul, mul_one, one_mul, mul_assoc, h, h']
    abel
  -- clear the denominators of the product of the two steps
  have e1 : (1 - a) * u * ((1 - b) * v) * ((1 + b) * (1 + a) * (1 + s))
      = (1 - a) * (1 - b) * (1 + s) :=
    calc _ = (1 - a) * u * ((1 - b) * (v * (1 + b)) * (1 + a)) * (1 + s) := by
          simp only [mul_assoc]
      _ = (1 - a) * u * ((1 + a) * (1 - b)) * (1 + s) := by rw [hv, mul_one, c1]
      _ = (1 - a) * (u * (1 + a)) * (1 - b) * (1 + s) := by simp only [mul_assoc]
      _ = _ := by rw [hu, mul_one]
  -- clear the denominator of the joint step
  have e2 : (1 - s) * w * ((1 + b) * (1 + a) * (1 + s)) = (1 - s) * ((1 + b) * (1 + a)) :=
    calc _ = (1 - s) * (w * (1 + s) * ((1 + b) * (1 + a))) := by
          rw [c2]; simp only [mul_assoc]
      _ = _ := by rw [hw, one_mul]
  rw [sub_mul, e1, e2, two_mul]
  simp only [hs, mul_add, add_mul, mul_sub, sub_mul, mul_one, one_mul, mul_assoc, h, h']
  abel
```

The setting is any ring, where multiplication need not commute. The hypotheses say $s=a+b$, $ba=ab$, and that $u,v,w$ are left inverses of $1+a$, $1+b$, $1+s$. The claim is
$$\big[(1-a)u\,(1-b)v-(1-s)w\big](1+b)(1+a)(1+s)=2abs .$$

In the first term $v(1+b)=1$ cancels directly. Then $1+a$ moves to the left past $1-b$, which is `c1`, and cancels against $u$, leaving $(1-a)(1-b)(1+s)$; this is `e1`. In the second term $1+s$ moves to the front, which is `c2`, and cancels against $w$, leaving $(1-s)(1+b)(1+a)$; this is `e2`. Now $(1-a)(1-b)=1-s+ab$ and $(1+b)(1+a)=1+s+ab$, so the difference is
$$(1-s)(1+s)+ab(1+s)-(1-s)(1+s)-(1-s)ab=2abs ,$$
because $s$ commutes with $ab$. The last `simp only` multiplies out and orders each product with $a$ before $b$, and `abel` collects equal terms.

```lean
/-- For Hermitian `M` the denominator `1 + iM` of the Cayley step has invertible determinant. -/
theorem isUnit_denominator {M : Matrix n n ℂ} (hM : M.IsHermitian) :
    IsUnit (1 + I • M).det := by
  have hI : star I = -I := by simp
  have e : (1 + I • M)ᴴ * (1 + I • M) = 1 + Mᴴ * M := by
    rw [conjTranspose_add, conjTranspose_one, conjTranspose_smul, hM.eq, hI]
    simp only [Matrix.add_mul, Matrix.mul_add, Matrix.one_mul, Matrix.mul_one,
      Matrix.smul_mul, Matrix.mul_smul]
    match_scalars <;> simp
  -- `1 + M²` is positive definite
  have hp : (1 + Mᴴ * M).PosDef :=
    PosDef.one.add_posSemidef (posSemidef_conjTranspose_mul_self M)
  have hd := (isUnit_iff_isUnit_det _).1 hp.isUnit
  rw [← e, det_mul] at hd
  exact isUnit_of_mul_isUnit_right hd
```

For Hermitian $M$ the determinant of $1+iM$ is a unit, which for a complex number means nonzero. Since $(1+iM)^\dagger = 1-iM$, step `e` gives
$$(1+iM)^\dagger(1+iM)=1+M^2=1+M^\dagger M .$$
For a vector $x\neq0$, $x^\dagger(1+M^\dagger M)x=\|x\|^2+\|Mx\|^2>0$, so this matrix is positive definite. In `hp` the same fact appears as a positive definite matrix plus a positive semidefinite one. Its determinant is nonzero and equals $\det(1+iM)^\dagger\,\det(1+iM)$, so the right factor is nonzero.

## Commuting Hermitian matrices

```lean
/-- For commuting Hermitian `A`, `B`, the defect `C(A)C(B) - C(A+B)` times the three
denominators equals `-2i AB(A+B)`. -/
theorem cayley_defect {A B : Matrix n n ℂ} (hA : A.IsHermitian) (hB : B.IsHermitian)
    (hc : B * A = A * B) :
    (cayley A * cayley B - cayley (A + B)) * ((1 + I • B) * (1 + I • A) * (1 + I • (A + B)))
      = (-2 * I) • (A * B * (A + B)) := by
  have hc' : (I • B) * (I • A) = (I • A) * (I • B) := by
    simp only [Matrix.smul_mul, Matrix.mul_smul, hc]
  have key := ring_defect (I • A) (I • B) (I • (A + B)) _ _ _ (smul_add _ _ _) hc'
    (nonsing_inv_mul _ (isUnit_denominator hA)) (nonsing_inv_mul _ (isUnit_denominator hB))
    (nonsing_inv_mul _ (isUnit_denominator (hA.add hB)))
  unfold cayley
  refine key.trans ?_
  rw [two_mul]
  simp only [smul_mul_assoc, mul_smul_comm, smul_smul]
  rw [← add_smul]
  congr 1
  linear_combination (2 * I) * I_mul_I
```

For Hermitian $A,B$ with $BA=AB$,
$$\big[C(A)C(B)-C(A+B)\big](1+iB)(1+iA)\big(1+i(A+B)\big)=-2i\,AB(A+B).$$
The term `key` is the ring identity with $a=iA$, $b=iB$, $s=i(A+B)$, and with $u,v,w$ the matrix inverses, which are left inverses by `isUnit_denominator`. The right side is $2i^3AB(A+B)$. After the numbers are pulled out of the products, only $2i^3=-2i$ remains, and `linear_combination` gets it from $i^2=-1$.

```lean
/-- For commuting Hermitian `A`, `B`, `C(A+B) = C(A)C(B)` holds exactly when `AB(A+B) = 0`. -/
theorem cayley_add_iff {A B : Matrix n n ℂ} (hA : A.IsHermitian) (hB : B.IsHermitian)
    (hc : B * A = A * B) :
    cayley (A + B) = cayley A * cayley B ↔ A * B * (A + B) = 0 := by
  have d := cayley_defect hA hB hc
  have hU : ∀ {M : Matrix n n ℂ}, M.IsHermitian → IsUnit (1 + I • M) :=
    fun hM => (isUnit_iff_isUnit_det _).2 (isUnit_denominator hM)
  constructor
  · intro h
    rw [h, sub_self, Matrix.zero_mul] at d
    exact (smul_eq_zero.1 d.symm).resolve_left (mul_ne_zero (by norm_num) I_ne_zero)
  · intro h
    rw [h, smul_zero] at d
    have hN := ((hU hB).mul (hU hA)).mul (hU (hA.add hB))
    exact (sub_eq_zero.1 (hN.mul_left_eq_zero.1 d)).symm
```

The arrow `↔` reads "if and only if": $C(A+B)=C(A)C(B)$ holds exactly when $AB(A+B)=0$. The command `constructor` splits the two directions. If the steps agree, the left side of the defect formula vanishes, and $-2i\neq0$ forces $AB(A+B)=0$. Conversely, if $AB(A+B)=0$, the defect times a product of three invertible matrices (`hN`) is zero, so the defect is zero. For $1\times1$ matrices this says that real numbers $x,y$ satisfy $C(x+y)=C(x)C(y)$ exactly when $xy(x+y)=0$.

## The criterion on the tensor product

```lean
/-- For Hermitian `H`, `K`, the steps of `H ⊗ 1` and `1 ⊗ K` multiply to `C(H) ⊗ C(K)`. -/
theorem cayley_lift_mul {H : Matrix m m ℂ} {K : Matrix n n ℂ} (hH : H.IsHermitian)
    (hK : K.IsHermitian) :
    cayley (H ⊗ₖ (1 : Matrix n n ℂ)) * cayley ((1 : Matrix m m ℂ) ⊗ₖ K)
      = cayley H ⊗ₖ cayley K := by
  have eH : ∀ c : ℂ, 1 + c • (H ⊗ₖ (1 : Matrix n n ℂ)) = (1 + c • H) ⊗ₖ (1 : Matrix n n ℂ) :=
    fun c => by rw [add_kronecker, smul_kronecker, one_kronecker_one]
  have eK : ∀ c : ℂ, 1 + c • ((1 : Matrix m m ℂ) ⊗ₖ K) = (1 : Matrix m m ℂ) ⊗ₖ (1 + c • K) :=
    fun c => by rw [kronecker_add, kronecker_smul, one_kronecker_one]
  have iH : ((1 + I • H) ⊗ₖ (1 : Matrix n n ℂ))⁻¹ = (1 + I • H)⁻¹ ⊗ₖ (1 : Matrix n n ℂ) :=
    inv_eq_right_inv (by
      rw [← mul_kronecker_mul, mul_nonsing_inv _ (isUnit_denominator hH), Matrix.mul_one,
        one_kronecker_one])
  have iK : ((1 : Matrix m m ℂ) ⊗ₖ (1 + I • K))⁻¹ = (1 : Matrix m m ℂ) ⊗ₖ (1 + I • K)⁻¹ :=
    inv_eq_right_inv (by
      rw [← mul_kronecker_mul, mul_nonsing_inv _ (isUnit_denominator hK), Matrix.mul_one,
        one_kronecker_one])
  unfold cayley
  simp only [sub_eq_add_neg, ← neg_smul]
  rw [eH (-I), eH I, eK (-I), eK I, iH, iK]
  simp only [← mul_kronecker_mul, Matrix.mul_one, Matrix.one_mul]
```

The statement is $C(H\otimes1)\,C(1\otimes K)=C(H)\otimes C(K)$ for Hermitian $H$ and $K$. For any complex $c$, $1+c\,(H\otimes1)=(1+cH)\otimes1$, which is `eH`, and `eK` is its mirror image. The mixed-product rule $(A\otimes B)(A'\otimes B')=AA'\otimes BB'$, called `mul_kronecker_mul`, shows that $(1+iH)^{-1}\otimes1$ inverts $(1+iH)\otimes1$; this is `iH`, and `iK` does the same for $K$. Taking $c=\pm i$ gives $C(H\otimes1)=C(H)\otimes1$ and $C(1\otimes K)=1\otimes C(K)$, and one more mixed product finishes.

```lean
/-- For Hermitian `H`, `K`, the Cayley step of `H ⊗ 1 + 1 ⊗ K` equals `C(H) ⊗ C(K)` if and
only if `H² ⊗ K + H ⊗ K² = 0`. -/
theorem cayley_factorises_iff {H : Matrix m m ℂ} {K : Matrix n n ℂ} (hH : H.IsHermitian)
    (hK : K.IsHermitian) :
    cayley (nonInteracting H K) = cayley H ⊗ₖ cayley K ↔ obstruction H K = 0 := by
  have herm : ∀ {A : Matrix m m ℂ} {B : Matrix n n ℂ}, A.IsHermitian → B.IsHermitian →
      (A ⊗ₖ B).IsHermitian := by
    intro A B hA hB
    show (A ⊗ₖ B)ᴴ = A ⊗ₖ B
    ext ⟨i, j⟩ ⟨k, l⟩
    simp only [conjTranspose_apply, kroneckerMap_apply, star_mul', hA.apply, hB.apply]
  rw [← cayley_lift_mul hH hK, nonInteracting,
    cayley_add_iff (herm hH isHermitian_one) (herm isHermitian_one hK)
      (by simp only [← mul_kronecker_mul, Matrix.mul_one, Matrix.one_mul]),
    Matrix.mul_add, obstruction]
  simp only [← mul_kronecker_mul, Matrix.mul_one, Matrix.one_mul]
```

This is the main theorem: for Hermitian $H$ and $K$ of any finite sizes,
$$C(H\otimes1+1\otimes K)=C(H)\otimes C(K)\iff H^2\otimes K+H\otimes K^2=0 .$$
Put $A=H\otimes1$ and $B=1\otimes K$. Both are Hermitian, because a Kronecker product of Hermitian matrices is Hermitian; `herm` checks this entry by entry. They commute, since $AB=BA=H\otimes K$. The previous lemma rewrites $C(H)\otimes C(K)$ as $C(A)C(B)$, `cayley_add_iff` turns the question into $AB(A+B)=0$, and
$$AB(A+B)=(H\otimes K)(H\otimes1)+(H\otimes K)(1\otimes K)=H^2\otimes K+H\otimes K^2 .$$

For simulations with non-interacting subsystems in a finite basis, this means that one Crank–Nicolson step of the whole and one step of each part are different operators unless the cubic operator vanishes. Interactions, unbounded operators and products of several steps are not treated.

```lean
/-- For every nonzero real scaling `τ` of the Hamiltonians, `C(τ(H ⊗ 1 + 1 ⊗ K))` equals
`C(τH) ⊗ C(τK)` if and only if `H² ⊗ K + H ⊗ K² = 0`. -/
theorem cayley_factorises_iff_step {H : Matrix m m ℂ} {K : Matrix n n ℂ} (hH : H.IsHermitian)
    (hK : K.IsHermitian) {τ : ℝ} (hτ : τ ≠ 0) :
    cayley ((τ : ℂ) • nonInteracting H K) = cayley ((τ : ℂ) • H) ⊗ₖ cayley ((τ : ℂ) • K)
      ↔ obstruction H K = 0 := by
  have hs : star (τ : ℂ) = τ := conj_ofReal τ
  have h1 : ((τ : ℂ) • H).IsHermitian := by
    show ((τ : ℂ) • H)ᴴ = (τ : ℂ) • H
    rw [conjTranspose_smul, hH.eq, hs]
  have h2 : ((τ : ℂ) • K).IsHermitian := by
    show ((τ : ℂ) • K)ᴴ = (τ : ℂ) • K
    rw [conjTranspose_smul, hK.eq, hs]
  have e1 : ∀ c : ℂ, c • nonInteracting H K = nonInteracting (c • H) (c • K) := fun c => by
    simp only [nonInteracting, smul_add, smul_kronecker, kronecker_smul]
  -- the obstruction is cubic in the step
  have e2 : ∀ c : ℂ, obstruction (c • H) (c • K) = c ^ 3 • obstruction H K := fun c => by
    simp only [obstruction, Matrix.smul_mul, Matrix.mul_smul, smul_kronecker, kronecker_smul]
    module
  rw [e1, cayley_factorises_iff h1 h2, e2, smul_eq_zero]
  exact ⟨fun h => h.resolve_left (pow_ne_zero 3 (ofReal_ne_zero.2 hτ)), Or.inr⟩
```

Here the factor $\tau=\Delta t/2\hbar$ returns as a nonzero real number; the notation `(τ : ℂ)` views it as complex. The statement is that $C\big(\tau(H\otimes1+1\otimes K)\big)=C(\tau H)\otimes C(\tau K)$ holds exactly when the unscaled operator $H^2\otimes K+H\otimes K^2$ vanishes. Reality of $\tau$ keeps $\tau H$ and $\tau K$ Hermitian (`h1`, `h2`), and $\tau\neq0$ excludes the step in which no time passes. Scaling distributes over the sum (`e1`), and each term of the cubic operator collects three factors, so it scales by $\tau^3$ (`e2`). As $\tau^3\neq0$, the criterion is unchanged: a pair $H,K$ factorises for every nonzero step length or for none.

## A condition on the spectra

```lean
/-- If the Cayley step factorises, then every eigenvalue `a` of `H` and `b` of `K` satisfy
`a = 0`, `b = 0` or `a + b = 0`. -/
theorem eigenvalue_condition {H : Matrix m m ℂ} {K : Matrix n n ℂ} (hH : H.IsHermitian)
    (hK : K.IsHermitian) (hf : cayley (nonInteracting H K) = cayley H ⊗ₖ cayley K)
    {a b : ℂ} {v : m → ℂ} {w : n → ℂ} (hv : v ≠ 0) (hw : w ≠ 0)
    (ha : H *ᵥ v = a • v) (hb : K *ᵥ w = b • w) : a = 0 ∨ b = 0 ∨ a + b = 0 := by
  have h0 := (cayley_factorises_iff hH hK).1 hf
  obtain ⟨i, hi⟩ := Function.ne_iff.1 hv
  obtain ⟨j, hj⟩ := Function.ne_iff.1 hw
  have hij : v i * w j ≠ 0 := mul_ne_zero hi hj
  -- action on the product vector `v ⊗ w`
  have key : ∀ (A : Matrix m m ℂ) (B : Matrix n n ℂ),
      ((A ⊗ₖ B) *ᵥ fun p => v p.1 * w p.2) (i, j) = (A *ᵥ v) i * (B *ᵥ w) j := by
    intro A B
    simp only [mulVec, dotProduct, kroneckerMap_apply, Fintype.sum_prod_type,
      Finset.sum_mul_sum]
    exact Finset.sum_congr rfl fun _ _ => Finset.sum_congr rfl fun _ _ => by ring
  have h1 : (obstruction H K *ᵥ fun p => v p.1 * w p.2) (i, j) = 0 := by
    rw [h0, zero_mulVec]; rfl
  rw [obstruction, add_mulVec, Pi.add_apply, key, key] at h1
  simp only [← mulVec_mulVec, ha, hb, mulVec_smul, Pi.smul_apply, smul_eq_mul] at h1
  have h2 : a * (b * (a + b)) * (v i * w j) = 0 := by linear_combination h1
  simpa only [mul_eq_zero] using (mul_eq_zero.1 h2).resolve_right hij
```

The symbol `*ᵥ` applies a matrix to a vector. The hypotheses are that $H$ and $K$ are Hermitian, that the step factorises and that $Hv=av$, $Kw=bw$ with $v,w\neq0$. The vectors need not be normalised, since the conclusion involves only the eigenvalues: $a=0$, $b=0$ or $a+b=0$.

By the main theorem the cubic operator is zero (`h0`). Choose labels $i,j$ with $v_i\neq0$ and $w_j\neq0$. The product vector $v\otimes w$, written `fun p => v p.1 * w p.2`, has components $v_kw_l$, and `key` computes
$$\big[(A\otimes B)(v\otimes w)\big]_{(i,j)}=\sum_{k,l}A_{ik}B_{jl}v_kw_l=(Av)_i(Bw)_j .$$
Applied to the two terms this gives $0=(a^2b+ab^2)v_iw_j=ab(a+b)\,v_iw_j$, which is `h2`, and $v_iw_j\neq0$ cancels.

A single pair of nonzero eigenvalues with $a+b\neq0$ therefore rules factorisation out. The condition also refers to the value zero, so it depends on where each subsystem's energy origin is placed. Diagonalising $H$ and $K$ would give the converse as well, but the file establishes only the direction shown.

## Two spins and two modes

```lean
/-- The Pauli matrix `σ_z`. -/
def pauliZ : Matrix (Fin 2) (Fin 2) ℂ := !![1, 0; 0, -1]
```

The labels `Fin 2` are $0$ and $1$, and rows are separated by the semicolon, so $\sigma_z=\mathrm{diag}(1,-1)$ with spin up at label $0$.

```lean
/-- The occupation number operator of a single two-state mode. -/
def occupation : Matrix (Fin 2) (Fin 2) ℂ := !![0, 0; 0, 1]
```

This is $\hat n=\mathrm{diag}(0,1)$, with label $0$ the empty mode and label $1$ the occupied one.

```lean
/-- For two spins with `H = K = σ_z` the Cayley step does not factorise. -/
theorem pauliZ_not_factorises :
    cayley (nonInteracting pauliZ pauliZ) ≠ cayley pauliZ ⊗ₖ cayley pauliZ := by
  have hz : pauliZ.IsHermitian := by
    show pauliZᴴ = pauliZ
    ext i j; fin_cases i <;> fin_cases j <;> simp [pauliZ, conjTranspose_apply]
  have hv : (![1, 0] : Fin 2 → ℂ) ≠ 0 := fun h => by simpa using congrFun h 0
  have he : pauliZ *ᵥ ![1, 0] = (1 : ℂ) • ![1, 0] := by
    ext i; fin_cases i <;> simp [pauliZ, mulVec, dotProduct, Fin.sum_univ_succ]
  intro hf
  rcases eigenvalue_condition hz hz hf hv hv he he with h | h | h <;> norm_num at h
```

For $H=K=\sigma_z$ the step does not factorise. The unit vector $(1,0)$ is nonzero (`hv`) and has eigenvalue $1$ (`he`). Factorisation would give, with $a=b=1$, one of $1=0$, $1=0$ or $1+1=0$, and `norm_num` refutes each. In numbers, the state with both spins up has joint eigenvalue $2$ and acquires $(1-2i)/(1+2i)=-(3+4i)/5$, whereas the product of steps gives $\big((1-i)/(1+i)\big)^2=(-i)^2=-1$. On this basis vector alone the mismatch is only a phase. The vector with the first spin up and the second down acquires the factor $1$ on both sides, so the two operators differ in a relative phase and not merely by a global one.

```lean
/-- The occupation operator `n` is Hermitian and nonzero, and for `H = n`, `K = -n` the Cayley
step factorises. -/
theorem factorises_witness : occupation.IsHermitian ∧ occupation ≠ 0 ∧
    cayley (nonInteracting occupation (-occupation))
      = cayley occupation ⊗ₖ cayley (-occupation) := by
  have hz : occupation.IsHermitian := by
    show occupationᴴ = occupation
    ext i j; fin_cases i <;> fin_cases j <;> simp [occupation, conjTranspose_apply]
  have hp : occupation * occupation = occupation := by
    ext i j
    fin_cases i <;> fin_cases j <;> simp [occupation, Matrix.mul_apply, Fin.sum_univ_succ]
  refine ⟨hz, fun h => ?_, (cayley_factorises_iff hz hz.neg).2 ?_⟩
  · simpa [occupation] using congrFun (congrFun h 1) 1
  · rw [obstruction, Matrix.neg_mul, Matrix.mul_neg, neg_neg, hp, ← kronecker_add,
      neg_add_cancel, kronecker_zero]

end

end CayleyFactorisation
```

The symbol `∧` joins three claims: $\hat n$ is Hermitian, it is nonzero, and the step factorises for $H=\hat n$, $K=-\hat n$, two modes whose occupied levels have opposite energies. Factorisation is thus possible with both Hamiltonians nonzero. The proof uses $\hat n^2=\hat n$ (`hp`):
$$\hat n^2\otimes(-\hat n)+\hat n\otimes(-\hat n)^2=\hat n\otimes(-\hat n+\hat n)=0 .$$
On the states $(0,0),(0,1),(1,0),(1,1)$ the joint eigenvalues are $0,-1,1,0$, and both sides of the factorisation equal $\mathrm{diag}(1,i,-i,1)$.

```lean
#print axioms CayleyFactorisation.cayley_factorises_iff_step
#print axioms CayleyFactorisation.pauliZ_not_factorises
```

```
'CayleyFactorisation.cayley_factorises_iff_step' depends on axioms: [propext, Classical.choice, Quot.sound]
'CayleyFactorisation.pauliZ_not_factorises' depends on axioms: [propext, Classical.choice, Quot.sound]
```
